# Extremal projection of a state with $J_z = m \ge 0$ onto total spin $m$

An unrestricted determinant with $N_\alpha \ge N_\beta$ electrons of each spin has a definite spin projection $m = (N_\alpha - N_\beta)/2$, but in general it is contaminated by total spins higher than $m$. One way to clean it is to raise the spin projection $k$ times, lower it $k$ times, and add up the results for $k = 0, 1, \dots, K$ with suitable coefficients. Each raising turns a $\beta$ electron into an $\alpha$ electron, so $K = N_\beta$ terms beyond the first are enough. The coefficients below make the sum a state of total spin $m$, or zero if the determinant has no such part.

## The telescoping sum

Let $J_z$, $J_+$ and $J_-$ be linear operators on a complex vector space, with $\hbar = 1$ and

$$[J_z, J_\pm] = \pm J_\pm, \qquad [J_+, J_-] = 2J_z .$$

A vector $v$ has weight $\mu$ if $J_z v = \mu v$. Take $v$ of real weight $m \ge 0$ with $J_+^{K+1} v = 0$, and set

$$P_K = \sum_{k=0}^{K} c_k J_-^k J_+^k, \qquad c_k = \frac{(-1)^k}{k!\,(2m+2)(2m+3)\cdots(2m+k+1)}, \qquad c_0 = 1 .$$

The claim is that $J_+ P_K v = 0$, $J_z P_K v = m P_K v$, $J^2 P_K v = m(m+1) P_K v$ and $P_K P_K v = P_K v$.

**Commutators.** By the first relation, $J_\pm^k$ shifts a weight by $\pm k$. For $w$ of weight $\mu$,

$$J_+ J_-^{k+1} w = J_-^{k+1} J_+ w + (k+1)(2\mu - k) J_-^k w .$$

At $k = 0$ this is $[J_+, J_-] = 2J_z$. One more lowering adds $2J_z J_-^{k+1} w = 2(\mu - k - 1) J_-^{k+1} w$, and

$$(k+1)(2\mu - k) + 2(\mu - k - 1) = (k+2)(2\mu - k - 1),$$

which is the formula for $k+1$.

**Cancellation.** The definition of $c_k$ gives $c_{k+1}(k+1)(2m+2+k) = -c_k$, with nonzero denominators because $m \ge 0$. Now show by induction on $K$, without using the cutoff condition, that

$$J_+ P_K v = c_K J_-^K J_+^{K+1} v .$$

For $K = 0$ both sides are $J_+ v$. In the step, the new term contains $w = J_+^{K+1} v$, of weight $m + K + 1$. The commutator formula with $k = K$ gives

$$c_{K+1} J_+ J_-^{K+1} w = c_{K+1} J_-^{K+1} J_+ w + c_{K+1}(K+1)(2m+2+K) J_-^K w .$$

The last term is $-c_K J_-^K w$, which cancels the old remainder. What is left is the formula for $K+1$. Since $J_+^{K+1} v = 0$, it follows that $J_+ P_K v = 0$.

**The other three properties.** Each term of $P_K$ raises and lowers equally often, so $P_K v$ has weight $m$. With $J^2 = J_- J_+ + J_z^2 + J_z$, its $J^2$ value is $0 + m^2 + m$. On a vector annihilated by $J_+$ only the term $k = 0$ survives, so a second projection changes nothing.

**Removal of higher spins.** Let $u$ have weight $m+1$ with $J_+^K u = 0$. For a vector of weight $\mu$, the companion formula is

$$J_+^{k+1} J_- u = J_- J_+^{k+1} u + (k+1)(2\mu + k) J_+^k u .$$

It follows by the same induction, since $(k+1)(2\mu+k) + 2(\mu+k+1) = (k+2)(2\mu+k+1)$. At $\mu = m+1$ the factor is $(k+1)(2m+2+k)$, and the same cancellation gives $P_n J_- u = c_n J_-^{n+1} J_+^n u$ for every $n$. At $n = K$ this is zero. Hence if $v = w + J_- u$ with $J_+ w = 0$, then $P_K v = w$. In a finite-dimensional spin space, representation theory supplies such a splitting for every $v$ considered here; that background fact is not part of the formal development.

## Stopping the sum too early

Without $J_+^{K+1} v = 0$ the conclusion can fail. Take the normalised quintet state $v = |2,0\rangle$ with $m = 0$ and $K = 1$, for which $J_+^2 v \neq 0$. Here $c_1 = -1/2$ and $J_- J_+ v = 6v$, so

$$P_1 v = v - 3v = -2v .$$

The unwanted component has been doubled in size instead of removed, and $J_+ P_1 v \neq 0$. A second application gives $4v$, so $P_1$ is not idempotent on the whole space.

## Operators and coefficients in Lean

The space `V` is any complex vector space, of finite or infinite dimension.

```lean
import Mathlib

open Finset

namespace ExtremalSpinProjection

noncomputable section

variable {V : Type*} [AddCommGroup V] [Module ℂ V]
```

The operators are elements of `Module.End ℂ V`, the linear maps from `V` to itself. `Jp` and `Jm` are $J_+$ and $J_-$; the letter in `Jm` stands for "minus" and has nothing to do with the weight `m`. The commutators are stated on every vector.

```lean
/-- The angular momentum commutation relations for `Jz`, the raising operator `Jp` and the
lowering operator `Jm`, written out on every vector. -/
structure IsSpinTriple (Jz Jp Jm : Module.End ℂ V) : Prop where
  zp : ∀ x, Jz (Jp x) - Jp (Jz x) = Jp x
  zm : ∀ x, Jz (Jm x) - Jm (Jz x) = -Jm x
  pm : ∀ x, Jp (Jm x) - Jm (Jp x) = (2 : ℂ) • Jz x
```

No inner product is present, so nothing is said about Hermiticity or about $P_K$ being an orthogonal projection. The total spin is defined in the form that suits a vector annihilated by $J_+$; by the commutation relations it agrees with the usual $J^2$.

```lean
/-- The total spin operator `J² = J₋ J₊ + Jz² + Jz`. -/
def totalSpinSq (Jz Jp Jm : Module.End ℂ V) : Module.End ℂ V :=
  Jm * Jp + Jz * Jz + Jz
```

In `coeff`, the index `j` runs from $0$ to $k-1$, which produces the factors $2m+2, \dots, 2m+k+1$. The weight `m` is real and need not be a half-integer.

```lean
/-- The coefficient `(-1)^k / (k! (2m+2)(2m+3)...(2m+k+1))`. -/
def coeff (m : ℝ) (k : ℕ) : ℂ :=
  (-1) ^ k / ((k.factorial : ℂ) * ∏ j ∈ range k, (2 * (m : ℂ) + 2 + (j : ℂ)))
```

The range `K + 1` means $k = 0, \dots, K$, and multiplication of operators is composition.

```lean
/-- The extremal projector for spin `m`, cut off after `K` raisings. -/
def projector (Jp Jm : Module.End ℂ V) (m : ℝ) (K : ℕ) : Module.End ℂ V :=
  ∑ k ∈ range (K + 1), coeff m k • (Jm ^ k * Jp ^ k)
```

## Recursion and commutators

The recursion is the only place where the sign condition on `m` does its work: it makes every factor positive, after which the fractions are cleared and `ring` finishes.

```lean
/-- The recursion between successive coefficients of the projector. -/
theorem coeff_succ {m : ℝ} (hm : 0 ≤ m) (k : ℕ) :
    coeff m (k + 1) * (((k : ℂ) + 1) * (2 * (m : ℂ) + 2 + k)) = -coeff m k := by
  have hne : ∀ j : ℕ, 2 * (m : ℂ) + 2 + (j : ℂ) ≠ 0 := by
    intro j
    have h : (2 * m + 2 + (j : ℝ)) ≠ 0 := by positivity
    exact_mod_cast h
  have hD : ∏ j ∈ range k, (2 * (m : ℂ) + 2 + (j : ℂ)) ≠ 0 :=
    Finset.prod_ne_zero_iff.mpr fun j _ => hne j
  have hF : (k.factorial : ℂ) ≠ 0 := by exact_mod_cast k.factorial_ne_zero
  have hk : (k : ℂ) + 1 ≠ 0 := by exact_mod_cast k.succ_ne_zero
  have ha := hne k
  unfold coeff
  rw [Finset.prod_range_succ, Nat.factorial_succ]
  push_cast
  generalize ∏ j ∈ range k, (2 * (m : ℂ) + 2 + (j : ℂ)) = D at hD ⊢
  rw [div_mul_eq_mul_div, ← neg_div,
    div_eq_div_iff (mul_ne_zero (mul_ne_zero hk hF) (mul_ne_zero hD ha)) (mul_ne_zero hF hD)]
  ring
```

The next lemma splits off the last term of the sum; the later inductions on the cutoff use it.

```lean
/-- Raising the cutoff by one adds one term to the projected vector. -/
theorem projector_succ (Jp Jm : Module.End ℂ V) (m : ℝ) (K : ℕ) (v : V) :
    projector Jp Jm m (K + 1) v =
      projector Jp Jm m K v + coeff m (K + 1) • (Jm ^ (K + 1)) ((Jp ^ (K + 1)) v) := by
  unfold projector
  rw [Finset.sum_range_succ _ (K + 1)]
  rfl
```

The weight shifts for $J_+^k$ and $J_-^k$ are proved together.

```lean
/-- On a vector of weight `μ`, `k` raisings give weight `μ + k` and `k` lowerings `μ - k`. -/
theorem weight_pow {Jz Jp Jm : Module.End ℂ V} (h : IsSpinTriple Jz Jp Jm) {μ : ℂ} {v : V}
    (hv : Jz v = μ • v) (k : ℕ) :
    Jz ((Jp ^ k) v) = (μ + k) • (Jp ^ k) v ∧ Jz ((Jm ^ k) v) = (μ - k) • (Jm ^ k) v := by
  induction k with
  | zero => simp [hv]
  | succ k ih =>
    have e := h.zp ((Jp ^ k) v)
    have f := h.zm ((Jm ^ k) v)
    rw [ih.1, map_smul] at e
    rw [ih.2, map_smul] at f
    rw [pow_succ' Jp k, pow_succ' Jm k, Module.End.mul_apply, Module.End.mul_apply]
    push_cast
    constructor
    · linear_combination (norm := module) e
    · linear_combination (norm := module) f
```

The two commutator formulas follow the inductions above. In each, `e` is the relation $[J_+, J_-] = 2J_z$ applied to the vector reached so far. The call `linear_combination (norm := module)` adds the named vector identities and checks that the scalar coefficients agree.

```lean
/-- Moving one raising operator through `k + 1` lowering operators on a vector of weight `μ`. -/
theorem raise_lower_pow {Jz Jp Jm : Module.End ℂ V} (h : IsSpinTriple Jz Jp Jm) {μ : ℂ} {w : V}
    (hw : Jz w = μ • w) (k : ℕ) :
    Jp ((Jm ^ (k + 1)) w) =
      (Jm ^ (k + 1)) (Jp w) + (((k : ℂ) + 1) * (2 * μ - k)) • (Jm ^ k) w := by
  have s : ∀ (n : ℕ) (x : V), (Jm ^ (n + 1)) x = Jm ((Jm ^ n) x) := fun n x => by
    rw [pow_succ', Module.End.mul_apply]
  induction k with
  | zero =>
    have e := h.pm w
    rw [hw] at e
    simp only [zero_add, pow_one, pow_zero, Module.End.one_apply, Nat.cast_zero]
    linear_combination (norm := module) e
  | succ k ih =>
    have e := h.pm ((Jm ^ (k + 1)) w)
    rw [ih, (weight_pow h hw (k + 1)).2, map_add, map_smul] at e
    simp only [s] at e ⊢
    push_cast at e ⊢
    linear_combination (norm := module) e

/-- Moving `k + 1` raising operators through one lowering operator on a vector of weight `μ`. -/
theorem raise_pow_lower {Jz Jp Jm : Module.End ℂ V} (h : IsSpinTriple Jz Jp Jm) {μ : ℂ} {u : V}
    (hu : Jz u = μ • u) (k : ℕ) :
    (Jp ^ (k + 1)) (Jm u) =
      Jm ((Jp ^ (k + 1)) u) + (((k : ℂ) + 1) * (2 * μ + k)) • (Jp ^ k) u := by
  have s : ∀ (n : ℕ) (x : V), (Jp ^ (n + 1)) x = Jp ((Jp ^ n) x) := fun n x => by
    rw [pow_succ', Module.End.mul_apply]
  induction k with
  | zero =>
    have e := h.pm u
    rw [hu] at e
    simp only [zero_add, pow_one, pow_zero, Module.End.one_apply, Nat.cast_zero]
    linear_combination (norm := module) e
  | succ k ih =>
    have e := h.pm ((Jp ^ (k + 1)) u)
    rw [(weight_pow h hu (k + 1)).1] at e
    have t := congrArg Jp ih
    rw [map_add, map_smul] at t
    simp only [s] at e t ⊢
    push_cast at e t ⊢
    linear_combination (norm := module) t + e
```

## The projected vector

`raise_projector` is the telescoping identity. It holds for every `K`, so it also shows exactly what $J_+$ leaves when the sum is stopped too early. The term `c • (Jm ^ K) ((Jp ^ (K + 1)) v)` is the coefficient recursion multiplied by the vector whose two contributions cancel.

```lean
/-- Raising the projected vector leaves only the last term of a telescoping sum. -/
theorem raise_projector {Jz Jp Jm : Module.End ℂ V} (h : IsSpinTriple Jz Jp Jm) {m : ℝ}
    (hm : 0 ≤ m) {v : V} (hv : Jz v = (m : ℂ) • v) (K : ℕ) :
    Jp (projector Jp Jm m K v) = coeff m K • (Jm ^ K) ((Jp ^ (K + 1)) v) := by
  induction K with
  | zero => simp [projector, coeff]
  | succ K ih =>
    have r := raise_lower_pow h (weight_pow h hv (K + 1)).1 K
    have c := coeff_succ hm K
    rw [projector_succ, map_add, map_smul, ih, r, pow_succ' Jp (K + 1), Module.End.mul_apply]
    push_cast
    -- the recursion of the coefficients cancels neighbouring terms
    linear_combination (norm := module) c • (Jm ^ K) ((Jp ^ (K + 1)) v)
```

That $P_K$ fixes vectors annihilated by $J_+$ needs neither the commutation relations nor a condition on `m`.

```lean
/-- The projector leaves every vector annihilated by the raising operator unchanged. -/
theorem projector_fixes (Jp Jm : Module.End ℂ V) (m : ℝ) {w : V} (hw : Jp w = 0) (K : ℕ) :
    projector Jp Jm m K w = w := by
  induction K with
  | zero => simp [projector, coeff]
  | succ K ih =>
    rw [projector_succ, ih, pow_succ Jp K, Module.End.mul_apply, hw, map_zero, map_zero,
      smul_zero, add_zero]
```

The main theorem assumes the spin relations, $m \ge 0$, $J_z v = mv$ and $J_+^{K+1} v = 0$, and concludes the four properties. Its proof obtains `hp` from the telescoping identity and `hz` by induction on the number of terms, then combines them for $J^2$. The projected vector may be zero: for the triplet state $|1,0\rangle$ with $m = 0$ and $K = 1$, it is. The equations give an eigenstate of spin $m$ only when the result is nonzero.

```lean
/-- For `v` of weight `m ≥ 0` with `J₊^(K+1) v = 0`, the projected vector is annihilated by `J₊`,
has weight `m` and `J²` value `m(m+1)`, and is unchanged by a second projection. -/
theorem extremal_projection {Jz Jp Jm : Module.End ℂ V} (h : IsSpinTriple Jz Jp Jm) {m : ℝ}
    (hm : 0 ≤ m) {v : V} (hv : Jz v = (m : ℂ) • v) {K : ℕ} (hK : (Jp ^ (K + 1)) v = 0) :
    Jp (projector Jp Jm m K v) = 0 ∧
    Jz (projector Jp Jm m K v) = (m : ℂ) • projector Jp Jm m K v ∧
    totalSpinSq Jz Jp Jm (projector Jp Jm m K v) =
      ((m : ℂ) * (m + 1)) • projector Jp Jm m K v ∧
    projector Jp Jm m K (projector Jp Jm m K v) = projector Jp Jm m K v := by
  have hp : Jp (projector Jp Jm m K v) = 0 := by
    rw [raise_projector h hm hv, hK, map_zero, smul_zero]
  -- each term raises and lowers equally often, so the weight is kept
  have hz : ∀ n, Jz (projector Jp Jm m n v) = (m : ℂ) • projector Jp Jm m n v := by
    intro n
    induction n with
    | zero => simp [projector, coeff, hv]
    | succ n ih =>
      have w := (weight_pow h (weight_pow h hv (n + 1)).1 (n + 1)).2
      rw [projector_succ, map_add, map_smul, ih, w]
      module
  refine ⟨hp, hz K, ?_, projector_fixes Jp Jm m hp K⟩
  have e : ∀ x, totalSpinSq Jz Jp Jm x = Jm (Jp x) + Jz (Jz x) + Jz x := fun _ => rfl
  rw [e, hp, hz K, map_zero, map_smul, hz K]
  module
```

For a spin-contaminated wavefunction with definite $J_z = m \ge 0$ and a sufficient cutoff, this shows that the sum is either a state of total spin $m$ or zero; it does not address the energy of the projected state or the cost of computing it.

The removal of higher-spin parts is a separate theorem. Its inner statement `key` is the second telescoping identity, and the hypothesis on `u` makes the remainder vanish.

```lean
/-- The projector for spin `m` annihilates `J₋ u` when `u` has weight `m + 1` and
`J₊^K u = 0`. -/
theorem projector_lower {Jz Jp Jm : Module.End ℂ V} (h : IsSpinTriple Jz Jp Jm) {m : ℝ}
    (hm : 0 ≤ m) {u : V} (hu : Jz u = ((m : ℂ) + 1) • u) {K : ℕ} (hK : (Jp ^ K) u = 0) :
    projector Jp Jm m K (Jm u) = 0 := by
  -- the mirrored telescoping sum
  have key : ∀ n, projector Jp Jm m n (Jm u) =
      coeff m n • (Jm ^ (n + 1)) ((Jp ^ n) u) := by
    intro n
    induction n with
    | zero => simp [projector, coeff]
    | succ n ih =>
      have c := coeff_succ hm n
      rw [projector_succ, ih, raise_pow_lower h hu n, map_add, map_smul,
        pow_succ Jm (n + 1), Module.End.mul_apply]
      linear_combination (norm := module) c • (Jm ^ (n + 1)) ((Jp ^ n) u)
  rw [key, hK, map_zero, smul_zero]
```

## A triplet and a singlet

The example lives in four dimensions. In terms of normalised states, the basis vectors are $|1,1\rangle$, $\sqrt{2}\,|1,0\rangle$, $|1,-1\rangle$ and $|0,0\rangle$, a scaling that keeps square roots out of the matrices.

```lean
/-- `Jz` on a triplet (first three components) plus a singlet (last component). -/
def demoJz : Module.End ℂ (Fin 4 → ℂ) where
  toFun x := ![x 0, 0, -x 2, 0]
  map_add' x y := by ext i; fin_cases i <;> simp; ring
  map_smul' c x := by ext i; fin_cases i <;> simp

/-- The raising operator on the triplet plus singlet, in an unnormalised basis. -/
def demoJp : Module.End ℂ (Fin 4 → ℂ) where
  toFun x := ![2 * x 1, x 2, 0, 0]
  map_add' x y := by ext i; fin_cases i <;> simp; ring
  map_smul' c x := by ext i; fin_cases i <;> simp; ring

/-- The lowering operator on the triplet plus singlet, in the same basis. -/
def demoJm : Module.End ℂ (Fin 4 → ℂ) where
  toFun x := ![0, x 0, 2 * x 1, 0]
  map_add' x y := by ext i; fin_cases i <;> simp; ring
  map_smul' c x := by ext i; fin_cases i <;> simp; ring
```

The test vector `![0, 1, 0, 1]` is $\sqrt{2}\,|1,0\rangle + |0,0\rangle$. It has weight $0$, is not annihilated by $J_+$, and vanishes after two raisings, so $K = 1$ suffices. By hand, $J_- J_+$ doubles the triplet part and $c_1 = -1/2$, so the sum removes exactly that part and returns $|0,0\rangle$. For the normalised input $(\sqrt{2}\,|1,0\rangle + |0,0\rangle)/\sqrt{3}$ the result is $|0,0\rangle/\sqrt{3}$, whose squared norm $1/3$ is the singlet weight.

The theorem checks the spin relations, the conditions on the vector and the projected value, component by component.

```lean
/-- On the triplet plus singlet, a weight-zero mixture of both meets the hypotheses with `K = 1`,
is not annihilated by `J₊`, and is projected onto its singlet part. -/
theorem extremal_projection_witness :
    IsSpinTriple demoJz demoJp demoJm ∧
    demoJz ![0, 1, 0, 1] = ((0 : ℝ) : ℂ) • ![0, 1, 0, 1] ∧
    (demoJp ^ (1 + 1)) ![0, 1, 0, 1] = 0 ∧
    demoJp ![0, 1, 0, 1] ≠ 0 ∧
    projector demoJp demoJm 0 1 ![0, 1, 0, 1] = ![0, 0, 0, 1] := by
  refine ⟨⟨fun x => ?_, fun x => ?_, fun x => ?_⟩, ?_, ?_, ?_, ?_⟩
  · ext i; fin_cases i <;> simp [demoJz, demoJp]
  · ext i; fin_cases i <;> simp [demoJz, demoJm]
  · ext i; fin_cases i <;> simp [demoJz, demoJp, demoJm]
  · ext i; fin_cases i <;> simp [demoJz]
  · rw [pow_succ, pow_one, Module.End.mul_apply]
    ext i; fin_cases i <;> simp [demoJp]
  · intro h
    have h0 := congrFun h 0
    simp [demoJp] at h0
  · rw [projector_succ demoJp demoJm 0 0]
    ext i
    fin_cases i <;> norm_num [projector, coeff, demoJp, demoJm]
    rfl

end

end ExtremalSpinProjection
```

```lean
#print axioms ExtremalSpinProjection.extremal_projection
#print axioms ExtremalSpinProjection.projector_lower
```

```
'ExtremalSpinProjection.extremal_projection' depends on axioms: [propext, Classical.choice, Quot.sound]
'ExtremalSpinProjection.projector_lower' depends on axioms: [propext, Classical.choice, Quot.sound]
```
